# The virial theorem $2T=\langle x v'\rangle$ for Schwartz stationary states of a differentiable potential on the line

## Checking an orbital with two integrals

A grid solution of the one-dimensional Schrödinger equation can be tested by computing its kinetic energy and the average of $x v'(x)$, and comparing them. For an exact stationary state that is smooth and decays rapidly together with all its derivatives, in a differentiable potential, twice the first equals the second. The energy eigenvalue does not enter the comparison.

On a uniform grid with points $x_i$, spacing $a$ and real orbital values $\psi_i$, the two sides are approximated, in atomic units with $\hbar=m=1$, by

$$
2T\approx\frac1a\sum_i(\psi_{i+1}-\psi_i)^2,\qquad
\langle x v'\rangle\approx a\sum_i x_i\,v'(x_i)\,\psi_i^2 .
$$

For a grid state that converges to such a bound state, their ratio should approach 1 as the grid is refined and the box enlarged. The normalisation cancels in the ratio, so the eigenvector can be used as the solver returns it. If the box has hard walls at $\pm L$, the exact difference $2T-\langle xv'\rangle$ is $\tfrac L2\left(\psi'(L)^2+\psi'(-L)^2\right)$, so a box that is too small shows up even on a fine grid. A ratio of 1 does not certify an eigenstate: a trial function whose energy has been optimised under the scaling $x\to\lambda x$ about the origin also passes.

## The state, the potential and the averages

Atomic units are used, with $\hbar=m=1$. The wavefunction $\psi$ is a real Schwartz function: it is smooth, and it and all its derivatives decay faster than any inverse power of $|x|$. The potential $v$ is differentiable everywhere, and for some real $E$

$$
-\tfrac12\psi''(x)+v(x)\psi(x)=E\psi(x)\qquad\text{for all }x. \tag{1}
$$

Define $T=\tfrac12\int\psi'^2\,dx$ and $\langle f\rangle=\int f\psi^2\,dx$. Neither is divided by $\int\psi^2\,dx$; for a normalised state they are the usual expectation values. The claim is

$$
2T=\langle x v'\rangle .
$$

## Derivation from the force density

Differentiate (1) and multiply by $\psi$:

$$
-\tfrac12\psi\psi'''+v'\psi^2+v\psi\psi'=E\psi\psi'.
$$

Multiply (1) itself by $\psi'$:

$$
-\tfrac12\psi'\psi''+v\psi\psi'=E\psi\psi'.
$$

Subtracting removes both $v$ and $E$:

$$
v'\psi^2=\tfrac12\left(\psi\psi'''-\psi'\psi''\right). \tag{2}
$$

The right-hand side is built from Schwartz functions, so $x v'\psi^2$ is integrable however fast $v'$ grows. Now set

$$
G=\tfrac12\left(x\psi'^2-x\psi\psi''+\psi\psi'\right).
$$

The product rule gives

$$
\begin{aligned}
G'&=\tfrac12\left(\psi'^2+2x\psi'\psi''-\psi\psi''-x\psi'\psi''-x\psi\psi'''+\psi'^2+\psi\psi''\right)\\
&=\psi'^2-\tfrac x2\left(\psi\psi'''-\psi'\psi''\right)=\psi'^2-x v'\psi^2 ,
\end{aligned}
$$

where the last step uses (2). Since $G$ vanishes at both ends of the line, $\int G'\,dx=0$, which is the virial theorem.

## The energy, and potentials that only push outwards

Multiply (1) by $\psi$ and integrate. Integration by parts gives $\int\psi\psi''\,dx=-\int\psi'^2\,dx$, so $E\int\psi^2\,dx=T+\langle v\rangle$. Substituting $T=\tfrac12\langle xv'\rangle$ yields

$$
E\int\psi^2\,dx=\left\langle v+\tfrac12 x v'\right\rangle .
$$

If $x v'(x)\le0$ everywhere, the force $-v'$ never points towards the origin. Then $0\le2T=\langle xv'\rangle\le0$, so $\psi'=0$ and $\psi$ is constant. A constant that decays is zero. The limiting case is a constant potential, where the free particle has no nonzero Schwartz stationary state.

For the oscillator $v=x^2/2$, the function $e^{-x^2/2}$ solves (1) with $E=\tfrac12$. After normalisation, $\langle xv'\rangle=\langle x^2\rangle=\tfrac12$ and $T=\tfrac14$, as the theorem requires.

## What the Lean statements say

`SchwartzMap ℝ ℝ` is the type of real Schwartz functions on the line, and `IsStationary v E ψ` is equation (1) at every point. `kineticEnergy` and `expectation` are the unnormalised integrals above. The theorem `virial` assumes only `Differentiable ℝ v` and `IsStationary v E ψ`; continuity of $v'$ is not used in the proof. For $\psi\neq0$ it holds anyway: the zeros of such a solution are simple and $\psi''$ vanishes at them, so $v=E+\psi''/(2\psi)$ extends smoothly across them and $v$ is smooth.

Integrability of $xv'\psi^2$ is a conclusion, stated in `integrable_virial`. This matters because Lean assigns the value zero to the integral of a non-integrable function.

The virial theorem is also known for many interacting particles in three dimensions, whereas `virial` concerns one particle on a line. Its hypotheses exclude potentials with jumps or singularities, such as square wells and the Coulomb potential, and states that decay only as a power; a potential that is differentiable but not smooth has no nonzero Schwartz stationary state. Likewise, `no_bound_state` rules out nonzero Schwartz solutions, not every square-integrable one. In electronic-structure terms, the result applies to a single real Schwartz orbital in a given smooth one-dimensional potential, with no electron interaction beyond what that potential contains.

## The complete file

```lean
import Mathlib

open MeasureTheory

namespace QuantumVirial

noncomputable section

/-- The derivative of a Schwartz wavefunction, again as a Schwartz function. -/
def D (ψ : SchwartzMap ℝ ℝ) : SchwartzMap ℝ ℝ :=
  SchwartzMap.derivCLM (𝕜 := ℝ) (F := ℝ) ψ

/-- The stationary Schrödinger equation `-ψ''/2 + v ψ = E ψ` on the line, in atomic units. -/
def IsStationary (v : ℝ → ℝ) (E : ℝ) (ψ : SchwartzMap ℝ ℝ) : Prop :=
  ∀ x, -(1 / 2) * deriv (deriv ψ) x + v x * ψ x = E * ψ x

/-- The (unnormalized) kinetic energy `T = ½ ∫ ψ'²`. -/
def kineticEnergy (ψ : SchwartzMap ℝ ℝ) : ℝ := (1 / 2) * ∫ x, deriv ψ x ^ 2

/-- The (unnormalized) expectation value `⟨f⟩ = ∫ f ψ²` of a function of position. -/
def expectation (f : ℝ → ℝ) (ψ : SchwartzMap ℝ ℝ) : ℝ := ∫ x, f x * ψ x ^ 2

lemma hasDerivAt_D (ψ : SchwartzMap ℝ ℝ) (x : ℝ) : HasDerivAt ψ (D ψ x) x := by
  unfold D
  rw [SchwartzMap.derivCLM_apply]
  exact (ψ.differentiable x).hasDerivAt

lemma deriv_eq (ψ : SchwartzMap ℝ ℝ) : deriv ψ = D ψ :=
  funext fun x => (hasDerivAt_D ψ x).deriv

/-- Every position moment of a product of two Schwartz functions is integrable. -/
lemma integrable_moment (f g : SchwartzMap ℝ ℝ) (k : ℕ) :
    Integrable (fun x : ℝ => x ^ k * (f x * g x)) := by
  obtain ⟨C, _, hC⟩ := f.decay 0 0
  have hf : ∀ x, ‖f x‖ ≤ C := fun x => by simpa using hC x
  refine ((g.integrable_pow_mul volume k).const_mul C).mono'
    ((continuous_id.pow k).mul (f.continuous.mul g.continuous)).aestronglyMeasurable
    (ae_of_all _ fun x => ?_)
  calc ‖x ^ k * (f x * g x)‖ = ‖f x‖ * (‖x‖ ^ k * ‖g x‖) := by
        rw [norm_mul, norm_pow, norm_mul]; ring
    _ ≤ C * (‖x‖ ^ k * ‖g x‖) := mul_le_mul_of_nonneg_right (hf x) (by positivity)

/-- In a stationary state `v' ψ² = (ψ ψ''' - ψ' ψ'') / 2` at every point. -/
theorem force_density {v : ℝ → ℝ} {E : ℝ} {ψ : SchwartzMap ℝ ℝ}
    (hv : Differentiable ℝ v) (h : IsStationary v E ψ) (x : ℝ) :
    deriv v x * ψ x ^ 2 = (ψ x * D (D (D ψ)) x - D ψ x * D (D ψ) x) / 2 := by
  have h0 : ∀ y, -(1 / 2) * D (D ψ) y + v y * ψ y = E * ψ y := fun y => by
    have := h y
    rwa [deriv_eq ψ, deriv_eq (D ψ)] at this
  -- differentiate both sides of the Schrödinger equation
  have h1 := ((hasDerivAt_D (D (D ψ)) x).const_mul (-(1 / 2) : ℝ)).fun_add
    ((hv x).hasDerivAt.fun_mul (hasDerivAt_D ψ x))
  have h2 := (hasDerivAt_D ψ x).const_mul E
  have h3 := h1.unique (h2.congr_of_eventuallyEq (Filter.Eventually.of_forall h0))
  linear_combination ψ x * h3 - D ψ x * h0 x

/-- In a stationary Schwartz state the virial density `x v' ψ²` is integrable. -/
theorem integrable_virial {v : ℝ → ℝ} {E : ℝ} {ψ : SchwartzMap ℝ ℝ}
    (hv : Differentiable ℝ v) (h : IsStationary v E ψ) :
    Integrable (fun x => x * deriv v x * ψ x ^ 2) := by
  have e : (fun x => x * deriv v x * ψ x ^ 2) = fun x =>
      (x ^ 1 * (ψ x * D (D (D ψ)) x) - x ^ 1 * (D ψ x * D (D ψ) x)) / 2 := by
    funext x
    linear_combination x * force_density hv h x
  rw [e]
  exact ((integrable_moment ψ (D (D (D ψ))) 1).sub
    (integrable_moment (D ψ) (D (D ψ)) 1)).div_const 2

lemma integrable_slope_sq (ψ : SchwartzMap ℝ ℝ) : Integrable (fun x => D ψ x ^ 2) := by
  simpa only [pow_zero, one_mul, ← sq] using integrable_moment (D ψ) (D ψ) 0

/-- The quantum virial theorem `2T = ⟨x v'⟩` for a Schwartz stationary state of a differentiable
potential on the line. -/
theorem virial {v : ℝ → ℝ} {E : ℝ} {ψ : SchwartzMap ℝ ℝ}
    (hv : Differentiable ℝ v) (h : IsStationary v E ψ) :
    2 * kineticEnergy ψ = expectation (fun x => x * deriv v x) ψ := by
  -- a primitive of `ψ'² - x v' ψ²` that is itself integrable
  have hG : ∀ x, HasDerivAt
      (fun y => (y * (D ψ y * D ψ y) - y * (ψ y * D (D ψ) y) + ψ y * D ψ y) / 2)
      (D ψ x ^ 2 - x * deriv v x * ψ x ^ 2) x := fun x => by
    have h0 := hasDerivAt_D ψ x
    have h1 := hasDerivAt_D (D ψ) x
    have h2 := hasDerivAt_D (D (D ψ)) x
    have h3 := ((((hasDerivAt_id' x).fun_mul (h1.fun_mul h1)).fun_sub
      ((hasDerivAt_id' x).fun_mul (h0.fun_mul h2))).fun_add (h0.fun_mul h1)).div_const 2
    refine h3.congr_deriv ?_
    linear_combination x * force_density hv h x
  have i1 := integrable_moment (D ψ) (D ψ) 1
  have i2 := integrable_moment ψ (D (D ψ)) 1
  have i3 := integrable_moment ψ (D ψ) 0
  simp only [pow_one, pow_zero, one_mul] at i1 i2 i3
  have key := integral_eq_zero_of_hasDerivAt_of_integrable hG
    ((integrable_slope_sq ψ).sub (integrable_virial hv h)) (((i1.sub i2).add i3).div_const 2)
  rw [integral_sub (integrable_slope_sq ψ) (integrable_virial hv h)] at key
  unfold kineticEnergy expectation
  rw [deriv_eq]
  linarith

/-- For a Schwartz stationary state of a differentiable potential, the energy is given by the
average of a function of position: `E ∫ ψ² = ⟨v + x v'/2⟩`. -/
theorem energy_from_potential {v : ℝ → ℝ} {E : ℝ} {ψ : SchwartzMap ℝ ℝ}
    (hv : Differentiable ℝ v) (h : IsStationary v E ψ) :
    E * ∫ x, ψ x ^ 2 = expectation (fun x => v x + x * deriv v x / 2) ψ := by
  have i0 := integrable_moment ψ ψ 0
  have i1 := integrable_moment ψ (D (D ψ)) 0
  have i2 := integrable_moment ψ (D ψ) 0
  simp only [pow_zero, one_mul, ← sq] at i0 i1 i2
  -- integration by parts: `∫ ψ'² + ∫ ψ ψ'' = 0`
  have parts := integral_eq_zero_of_hasDerivAt_of_integrable
    (f' := fun x => D ψ x ^ 2 + ψ x * D (D ψ) x)
    (fun x => ((hasDerivAt_D ψ x).fun_mul (hasDerivAt_D (D ψ) x)).congr_deriv (by ring))
    ((integrable_slope_sq ψ).add i1) i2
  rw [integral_add (integrable_slope_sq ψ) i1] at parts
  have vir := virial hv h
  unfold kineticEnergy expectation at vir
  rw [deriv_eq] at vir
  have e : (fun x => (v x + x * deriv v x / 2) * ψ x ^ 2) = fun x =>
      (E * ψ x ^ 2 + (1 / 2) * (ψ x * D (D ψ) x)) + (1 / 2) * (x * deriv v x * ψ x ^ 2) := by
    funext x
    have hx := h x
    rw [deriv_eq ψ, deriv_eq (D ψ)] at hx
    linear_combination ψ x * hx
  have i3 : Integrable (fun x => E * ψ x ^ 2 + (1 / 2) * (ψ x * D (D ψ) x)) :=
    (i0.const_mul E).add (i1.const_mul (1 / 2))
  unfold expectation
  rw [e, integral_add i3 ((integrable_virial hv h).const_mul (1 / 2)),
    integral_add (i0.const_mul E) (i1.const_mul (1 / 2)),
    integral_const_mul, integral_const_mul, integral_const_mul]
  linarith

/-- If `x v'(x) ≤ 0` everywhere, so that the force never points towards the origin,
the Schrödinger equation has no Schwartz solution except zero. -/
theorem no_bound_state {v : ℝ → ℝ} {E : ℝ} {ψ : SchwartzMap ℝ ℝ}
    (hv : Differentiable ℝ v) (h : IsStationary v E ψ)
    (hrep : ∀ x, x * deriv v x ≤ 0) : ψ = 0 := by
  have vir := virial hv h
  unfold kineticEnergy expectation at vir
  rw [deriv_eq] at vir
  have hle : ∫ x, x * deriv v x * ψ x ^ 2 ≤ 0 :=
    integral_nonpos fun x => mul_nonpos_of_nonpos_of_nonneg (hrep x) (sq_nonneg _)
  have hge : 0 ≤ ∫ x, D ψ x ^ 2 := integral_nonneg fun x => sq_nonneg _
  have hz : ∫ x, D ψ x ^ 2 = 0 := by linarith
  -- the slope vanishes, so the wavefunction is constant
  have hae := (integral_eq_zero_iff_of_nonneg (fun x => sq_nonneg (D ψ x))
    (integrable_slope_sq ψ)).mp hz
  have hsq := (Continuous.ae_eq_iff_eq volume ((D ψ).continuous.pow 2) continuous_zero).mp hae
  have hd : ∀ x, deriv ψ x = 0 := fun x => by
    rw [deriv_eq]
    exact pow_eq_zero_iff (two_ne_zero) |>.mp (congrFun hsq x)
  have hc : ∀ x, ψ x = ψ 0 := fun x => is_const_of_deriv_eq_zero ψ.differentiable hd x 0
  -- a constant that decays is zero
  obtain ⟨C, hC, hb⟩ := ψ.decay 1 0
  have h0 : ψ 0 = 0 := by
    by_contra hne
    have hp : 0 < |ψ 0| := abs_pos.mpr hne
    have hx := hb ((C + 1) / |ψ 0|)
    rw [norm_iteratedFDeriv_zero, hc ((C + 1) / |ψ 0|), pow_one, Real.norm_eq_abs,
      Real.norm_eq_abs,
      abs_of_pos (div_pos (by linarith) hp), div_mul_cancel₀ _ hp.ne'] at hx
    linarith
  ext x
  rw [hc x, h0]
  rfl

lemma gaussian_moment_le (m : ℕ) (x : ℝ) :
    ‖x‖ ^ m * Real.exp (-(x ^ 2 / 2)) ≤ m.factorial * Real.exp (1 / 2) := by
  have h1 := Real.pow_div_factorial_le_exp ‖x‖ (norm_nonneg x) m
  rw [div_le_iff₀ (by positivity)] at h1
  have h2 : ‖x‖ ^ 2 = x ^ 2 := by rw [Real.norm_eq_abs, sq_abs]
  calc _ ≤ Real.exp ‖x‖ * m.factorial * Real.exp (-(x ^ 2 / 2)) :=
        mul_le_mul_of_nonneg_right h1 (Real.exp_pos _).le
    _ = m.factorial * Real.exp (‖x‖ + -(x ^ 2 / 2)) := by rw [Real.exp_add]; ring
    _ ≤ _ := mul_le_mul_of_nonneg_left
        (Real.exp_le_exp.mpr (by nlinarith [sq_nonneg (‖x‖ - 1)])) (by positivity)

lemma gaussian_poly_bound (k : ℕ) (p : Polynomial ℤ) : ∃ C : ℝ, ∀ x : ℝ,
    ‖x‖ ^ k * (‖Polynomial.aeval x p‖ * Real.exp (-(x ^ 2 / 2))) ≤ C := by
  induction p using Polynomial.induction_on' with
  | add p q hp hq =>
    obtain ⟨A, hA⟩ := hp
    obtain ⟨B, hB⟩ := hq
    refine ⟨A + B, fun x => ?_⟩
    have ht := mul_le_mul_of_nonneg_left
      (norm_add_le (Polynomial.aeval x p) (Polynomial.aeval x q))
      (mul_nonneg (pow_nonneg (norm_nonneg x) k) (Real.exp_pos (-(x ^ 2 / 2))).le)
    rw [map_add]
    linarith [hA x, hB x]
  | monomial n a =>
    refine ⟨‖algebraMap ℤ ℝ a‖ * ((k + n).factorial * Real.exp (1 / 2)), fun x => ?_⟩
    rw [Polynomial.aeval_monomial, norm_mul, norm_pow]
    calc _ = ‖algebraMap ℤ ℝ a‖ * (‖x‖ ^ (k + n) * Real.exp (-(x ^ 2 / 2))) := by ring
      _ ≤ _ := mul_le_mul_of_nonneg_left (gaussian_moment_le _ x) (norm_nonneg _)

/-- The Gaussian `exp(-x²/2)` as a Schwartz function. -/
def gaussianState : SchwartzMap ℝ ℝ where
  toFun x := Real.exp (-(x ^ 2 / 2))
  smooth' := by fun_prop
  decay' k n := by
    obtain ⟨C, hC⟩ := gaussian_poly_bound k (Polynomial.hermite n)
    refine ⟨C, fun x => ?_⟩
    rw [norm_iteratedFDeriv_eq_norm_iteratedDeriv, iteratedDeriv_eq_iterate,
      Polynomial.deriv_gaussian_eq_hermite_mul_gaussian, norm_mul, norm_mul, norm_pow,
      norm_neg, norm_one, one_pow, one_mul, Real.norm_of_nonneg (Real.exp_pos _).le]
    exact hC x

/-- The Gaussian is a nonzero stationary state of the differentiable potential `x²/2`
with `E = 1/2`. -/
theorem oscillator_witness : Differentiable ℝ (fun x : ℝ => x ^ 2 / 2) ∧
    IsStationary (fun x => x ^ 2 / 2) (1 / 2) gaussianState ∧ gaussianState ≠ 0 := by
  have h1 : ∀ x, HasDerivAt gaussianState (-x * gaussianState x) x := fun x => by
    have e : HasDerivAt (fun y : ℝ => y ^ 2) (2 * x) x := by simpa using hasDerivAt_pow 2 x
    have e2 : HasDerivAt (fun y : ℝ => Real.exp (-(y ^ 2 / 2)))
        (-x * Real.exp (-(x ^ 2 / 2))) x :=
      ((e.div_const 2).fun_neg.exp).congr_deriv (by ring)
    exact e2
  refine ⟨by fun_prop, fun x => ?_, fun h => ?_⟩
  · have hd : deriv gaussianState = fun y => -y * gaussianState y :=
      funext fun y => (h1 y).deriv
    have h2 := ((hasDerivAt_id' x).fun_neg.fun_mul (h1 x)).deriv
    show -(1 / 2) * deriv (deriv gaussianState) x + x ^ 2 / 2 * gaussianState x
      = 1 / 2 * gaussianState x
    rw [hd, h2]
    ring
  · have h0 : gaussianState 0 = 0 := by rw [h]; rfl
    exact (Real.exp_pos (-((0 : ℝ) ^ 2 / 2))).ne' h0

end

end QuantumVirial
```

```lean
#print axioms QuantumVirial.virial
-- 'QuantumVirial.virial' depends on axioms: [propext, Classical.choice, Quot.sound]
#print axioms QuantumVirial.energy_from_potential
-- 'QuantumVirial.energy_from_potential' depends on axioms: [propext, Classical.choice, Quot.sound]
#print axioms QuantumVirial.no_bound_state
-- 'QuantumVirial.no_bound_state' depends on axioms: [propext, Classical.choice, Quot.sound]
```

## How the proof follows the derivation

**Derivatives and moments.** `D` packages the derivative of a Schwartz function as another Schwartz function, so it can be applied repeatedly. `hasDerivAt_D` and `deriv_eq` connect it to the ordinary derivative. `integrable_moment` shows that $x^k f g$ is integrable for Schwartz $f$ and $g$: $f$ is bounded by a constant, and $x^k g$ is integrable. `integrable_slope_sq` is the case $k=0$ with both factors equal to $\psi'$.

**Equation (2).** In `force_density`, `h1` and `h2` are the derivatives of the two sides of (1). The sides are the same function, so uniqueness of the derivative gives the differentiated equation `h3`. The final `linear_combination` multiplies `h3` by $\psi$ and subtracts $\psi'$ times (1). `integrable_virial` then multiplies (2) by $x$ and applies the moment lemma to both terms.

**The virial identity.** Inside `virial`, `hG` is the computation of $G'$: the product rule produces the raw derivative, and `linear_combination` simplifies it with (2). The lemma `integral_eq_zero_of_hasDerivAt_of_integrable` says that if a function and its derivative are both integrable over the line, the derivative integrates to zero. Integrability of $G$ thus replaces the explicit limits at infinity. Splitting the integral gives the two sides of the theorem.

**The two consequences.** `energy_from_potential` obtains $\int\psi'^2\,dx+\int\psi\psi''\,dx=0$ by applying the same integral lemma to $\psi\psi'$. It then uses (1) to write $(v+\tfrac12xv')\psi^2$ as a sum of terms already known to be integrable. In `no_bound_state`, the integral of the nonnegative function $\psi'^2$ is zero, so $\psi'$ vanishes almost everywhere, and by continuity everywhere. For the last step, Schwartz decay supplies a $C$ with $|x|\,|\psi(x)|\le C$. If the constant value $\psi(0)$ were nonzero, the point $x=(C+1)/|\psi(0)|$ would give $C+1\le C$.

**The oscillator example.** `gaussian_moment_le` proves $|x|^m e^{-x^2/2}\le m!\,e^{1/2}$ from $|x|^m/m!\le e^{|x|}$ and $|x|-x^2/2\le\tfrac12$. `gaussian_poly_bound` extends the bound from monomials to polynomials. Each derivative of the Gaussian is, up to sign, a Hermite polynomial times the Gaussian, so these bounds make `gaussianState` a Schwartz function. `oscillator_witness` differentiates it twice to verify (1), and its positive value at the origin shows that it is not zero. The hypotheses of `virial` are therefore satisfied by a nonzero state.
